# A Neumann series of $m^n$ terms as a product of $n$ factors, and its exact error in the Dyson equation

A system with known Green's operator $G_0$ is coupled to something else through a self-energy $S$. Its full Green's operator $G$ obeys $G=G_0+G_0SG$, and repeated substitution produces the series $G_0+KG_0+K^2G_0+\cdots$ with $K=G_0S$. If $K$ is only slightly smaller than one in norm, many terms may be needed. How much work does a long partial sum take, and what error does it leave?

## Powers of one element, in any semiring

The summation formula assumes only that $X$ lies in a semiring $R$, where addition and an associative, distributive multiplication are available. Physically, $X$ may be a number, a matrix or an operator, and $1-X$ need not be invertible.

```lean
import Mathlib

open Finset Filter Topology

namespace FastNeumannSummation

section Series

variable {R : Type*} [Semiring R]
```

Write $T_N(X)=\sum_{k<N}X^k$ for the truncated series, `neumannSum X N` in Lean.

```lean
/-- The Neumann series of `X` truncated after `N` terms, `1 + X + ... + X^(N-1)`. -/
def neumannSum (X : R) (N : ℕ) : R := ∑ k ∈ range N, X ^ k
```

The factors are $F_j=\sum_{i<m}X^{i m^j}$, numbered from $j=0$.

```lean
/-- The `j`-th factor of the fast summation in base `m`: the sum of the first `m` powers
of `X^(m^j)`. -/
def neumannFactor (m : ℕ) (X : R) (j : ℕ) : R := ∑ i ∈ range m, X ^ (i * m ^ j)
```

Their product $P_n=F_0F_1\cdots F_{n-1}$ is taken over a list, which fixes the order, so `neumannProduct` makes sense without commutativity. The empty product is $P_0=1$.

```lean
/-- The ordered product of the first `n` factors of the fast summation in base `m`. -/
def neumannProduct (m : ℕ) (X : R) (n : ℕ) : R :=
  ((List.range n).map (neumannFactor m X)).prod
```

By hand, cut $Nm$ consecutive powers into $m$ blocks of length $N$. Block $i$ is $\sum_{k<N}X^{iN+k}=T_N(X)X^{iN}$, and adding the blocks gives

$$T_{Nm}(X)=T_N(X)\sum_{i<m}X^{iN}.$$

The proof is an induction on $m$: `split` detaches the last block and `block` factors it.

```lean
/-- A Neumann sum of `N * m` terms is the sum of `N` terms times a sum of `m` powers
of `X^N`. -/
theorem neumannSum_mul (X : R) (N m : ℕ) :
    neumannSum X (N * m) = neumannSum X N * ∑ i ∈ range m, X ^ (i * N) := by
  induction m with
  | zero => simp [neumannSum]
  | succ m ih =>
    -- split off the last block of `N` consecutive powers
    have block : ∑ k ∈ range N, X ^ (N * m + k) = neumannSum X N * X ^ (m * N) := by
      rw [neumannSum, Finset.sum_mul]
      refine Finset.sum_congr rfl fun k _ => ?_
      rw [← pow_add]
      congr 1
      ring
    have split : neumannSum X (N * (m + 1))
        = neumannSum X (N * m) + ∑ k ∈ range N, X ^ (N * m + k) := by
      rw [Nat.mul_succ]
      exact Finset.sum_range_add _ _ _
    rw [split, block, ih, Finset.sum_range_succ, mul_add]
```

Now set $N=m^n$. If $T_{m^n}(X)=P_n$, then $T_{m^{n+1}}(X)=P_nF_n=P_{n+1}$. The induction starts from $T_1(X)=1=P_0$. No condition on $m$ enters; for $m=0$ and $n\ge1$ both sides are zero.

```lean
/-- Fast summation: the Neumann series with `m^n` terms is the product of `n` factors,
each a sum of `m` powers. -/
theorem neumannSum_pow (X : R) (m n : ℕ) :
    neumannSum X (m ^ n) = neumannProduct m X n := by
  induction n with
  | zero => simp [neumannSum, neumannProduct]
  | succ n ih =>
    -- one more factor multiplies the number of terms by `m`
    rw [pow_succ, neumannSum_mul, ih]
    simp [neumannProduct, neumannFactor, List.range_succ]
```

For $m=2$ the factors are $1+X^{2^j}$. Obtaining the powers by successive squaring and then multiplying the factors together takes $(n-1)+(n-1)=2n-2$ multiplications for $2^n$ terms when $n\ge1$.

```lean
/-- The Neumann series with `2^n` terms is the product of the factors `1 + X^(2^j)` with `j < n`. -/
theorem neumannSum_two_pow (X : R) (n : ℕ) :
    neumannSum X (2 ^ n) = ((List.range n).map fun j => 1 + X ^ (2 ^ j)).prod := by
  have factor : neumannFactor 2 X = fun j => 1 + X ^ (2 ^ j) := by
    funext j
    simp [neumannFactor, Finset.sum_range_succ]
  rw [neumannSum_pow, neumannProduct, factor]

end Series
```

## The Dyson equation fixes the remainder

The hypothesis `DysonEquation G₀ S G` ties the series to a physical $G$. Here $R$ is a ring, and $G_0$, $S$ and $G$ are elements of it at one fixed energy.

```lean
section Dyson

variable {R : Type*} [Ring R]

/-- The Dyson equation `G = G₀ + G₀ S G` for the free Green's operator `G₀`, the
self-energy `S` and the full Green's operator `G`. -/
def DysonEquation (G₀ S G : R) : Prop := G = G₀ + G₀ * S * G
```

For a Hamiltonian $H_0$ and a perturbation $V$, the equation follows from two one-sided inverses: $G_0(z-H_0)=1$ and $(z-H_0-V)G=1$. Indeed

$$(z-H_0)G=(z-H_0-V)G+VG=1+VG,$$

and multiplying by $G_0$ from the left gives $G=G_0+G_0VG$. In Lean, `algebraMap 𝕜 R z` is the energy $z$ times the identity. If $z$ is an eigenvalue of a finite matrix $H_0+V$, no such $G$ exists. Unbounded Hamiltonians are not elements of a ring of bounded operators and are not covered.

```lean
/-- The resolvents of `H₀` and of `H₀ + V` at the same energy `z` satisfy the Dyson equation
with self-energy `V`. -/
theorem dyson_of_resolvents {𝕜 : Type*} [CommRing 𝕜] [Algebra 𝕜 R] (z : 𝕜)
    {H₀ V G₀ G : R} (h₀ : G₀ * (algebraMap 𝕜 R z - H₀) = 1)
    (h : (algebraMap 𝕜 R z - (H₀ + V)) * G = 1) : DysonEquation G₀ V G := by
  have e : (algebraMap 𝕜 R z - H₀) * G = 1 + V * G := by
    calc (algebraMap 𝕜 R z - H₀) * G
        = (algebraMap 𝕜 R z - (H₀ + V)) * G + V * G := by
          simp only [sub_mul, add_mul]
          abel
      _ = 1 + V * G := by rw [h]
  unfold DysonEquation
  calc G = G₀ * (algebraMap 𝕜 R z - H₀) * G := by rw [h₀, one_mul]
    _ = G₀ * (1 + V * G) := by rw [mul_assoc, e]
    _ = G₀ + G₀ * V * G := by rw [mul_add, mul_one, mul_assoc]
```

Two levels with $z-H_0=\mathrm{diag}(2,4)$ and unit off-diagonal coupling give an explicit solution in which $G_0$ and $S$ do not commute. The proof checks the matrix entries.

```lean
/-- Two levels coupled by an off-diagonal self-energy: explicit matrices that satisfy the
Dyson equation, with a free Green's matrix that does not commute with the self-energy. -/
theorem dyson_witness :
    DysonEquation (!![1/2, 0; 0, 1/4] : Matrix (Fin 2) (Fin 2) ℚ)
      !![0, 1; 1, 0] !![4/7, 1/7; 1/7, 2/7] ∧
    (!![1/2, 0; 0, 1/4] : Matrix (Fin 2) (Fin 2) ℚ) * !![0, 1; 1, 0]
      ≠ !![0, 1; 1, 0] * !![1/2, 0; 0, 1/4] := by
  constructor
  · unfold DysonEquation
    ext i j
    fin_cases i <;> fin_cases j <;> norm_num [Matrix.mul_apply, Fin.sum_univ_succ]
  · intro h
    have h01 := congrFun (congrFun h 0) 1
    norm_num [Matrix.mul_apply, Fin.sum_univ_succ] at h01
```

To find the remainder by hand, suppose $G=T_N(K)G_0+K^NG$. Replacing the last $G$ by $G_0+KG$ gives

$$G=\bigl(T_N(K)+K^N\bigr)G_0+K^{N+1}G=T_{N+1}(K)G_0+K^{N+1}G.$$

The case $N=0$ reads $G=G$. The Lean induction makes the same replacement through `h'`.

```lean
/-- Iterating the Dyson equation `N` times gives the `N`-term Neumann series applied to `G₀`
plus the remainder `(G₀ S)^N G`. -/
theorem dyson_iterate {G₀ S G : R} (h : DysonEquation G₀ S G) (N : ℕ) :
    G = neumannSum (G₀ * S) N * G₀ + (G₀ * S) ^ N * G := by
  induction N with
  | zero => simp [neumannSum]
  | succ N ih =>
    have h' : G₀ + G₀ * S * G = G := Eq.symm h
    calc G = neumannSum (G₀ * S) N * G₀ + (G₀ * S) ^ N * G := ih
      _ = neumannSum (G₀ * S) N * G₀ + (G₀ * S) ^ N * (G₀ + G₀ * S * G) := by rw [h']
      _ = neumannSum (G₀ * S) (N + 1) * G₀ + (G₀ * S) ^ (N + 1) * G := by
        simp only [neumannSum, Finset.sum_range_succ, pow_succ, mul_add, add_mul, mul_assoc]
        abel
```

With $N=m^n$ and the product formula, the error is exactly $G-P_nG_0=K^{m^n}G$, where $P_n$ is now built from $K$. Without the Dyson equation the product still sums the series, but nothing relates that sum to $G$.

```lean
/-- The error of the fast product with `n` factors in base `m`, as an approximation to the
full Green's operator, is exactly `(G₀ S)^(m^n) G`. -/
theorem dyson_fast_error {G₀ S G : R} (h : DysonEquation G₀ S G) (m n : ℕ) :
    G - neumannProduct m (G₀ * S) n * G₀ = (G₀ * S) ^ (m ^ n) * G := by
  have key := dyson_iterate h (m ^ n)
  rw [neumannSum_pow] at key
  exact sub_eq_of_eq_add' key

end Dyson
```

The two-level system shows this in numbers. There

$$K=\begin{pmatrix}0&1/2\\1/4&0\end{pmatrix},\qquad K^2=\tfrac18\,\mathbb 1,$$

so two factors in base 2 give $P_2=(1+K)(1+K^2)=\tfrac98(1+K)$ and

$$P_2G_0=\begin{pmatrix}9/16&9/64\\9/64&9/32\end{pmatrix},\qquad G=\begin{pmatrix}4/7&1/7\\1/7&2/7\end{pmatrix}.$$

The difference has entries $1/112$, $1/448$, $1/448$ and $1/224$, which is $G/64=K^4G$.

## A norm turns the remainder into a bound

To bound the error, let $R$ carry a norm with $\|AB\|\le\|A\|\,\|B\|$, such as the operator norm on matrices. Then

$$\|K^{m^n}G\|\le\|K^{m^n}\|\,\|G\|\le\|K\|^{m^n}\|G\|.$$

The hypothesis $m>0$ makes the exponent positive. The proof needs this because a `NormedRing` does not require $\|1\|\le1$, so the power estimate can fail at exponent zero. The final bound itself would survive $m=0$.

```lean
section Convergence

variable {R : Type*} [NormedRing R]

/-- The error of the fast product with `n` factors is at most `‖G₀ S‖^(m^n) ‖G‖`. -/
theorem dyson_fast_norm_error {G₀ S G : R} (h : DysonEquation G₀ S G)
    {m : ℕ} (hm : 0 < m) (n : ℕ) :
    ‖G - neumannProduct m (G₀ * S) n * G₀‖ ≤ ‖G₀ * S‖ ^ (m ^ n) * ‖G‖ := by
  rw [dyson_fast_error h]
  refine (norm_mul_le _ _).trans ?_
  exact mul_le_mul_of_nonneg_right (norm_pow_le' _ (pow_pos hm n)) (norm_nonneg _)
```

## Norm of $G_0S$ no larger than one: logarithmically many factors

The condition $\|K\|\le1$ says that one further scattering by $S$, followed by free propagation, does not amplify in the chosen norm. Let $n$ be the least number with $N\le m^n$; this is `Nat.clog m N`. Then $\|K\|^{m^n}\le\|K\|^N$, so $n$ factors reach the error bound of the $N$-term sum. If $\|K\|>1$, this inequality between powers reverses whenever $m^n>N$. The condition $m>1$ lets the number of terms grow; for $m=1$ every factor is $1$.

```lean
/-- If `‖G₀ S‖ ≤ 1` and `m > 1`, then the product of `Nat.clog m N` factors in base `m` leaves an
error of norm at most `‖G₀ S‖^N ‖G‖`. -/
theorem dyson_fast_log_factors {G₀ S G : R} (h : DysonEquation G₀ S G)
    (hK : ‖G₀ * S‖ ≤ 1) {m : ℕ} (hm : 1 < m) (N : ℕ) :
    ‖G - neumannProduct m (G₀ * S) (Nat.clog m N) * G₀‖ ≤ ‖G₀ * S‖ ^ N * ‖G‖ := by
  refine (dyson_fast_norm_error h (by omega) _).trans ?_
  -- this many factors sum at least `N` terms
  exact mul_le_mul_of_nonneg_right
    (pow_le_pow_of_le_one (norm_nonneg _) hK (Nat.le_pow_clog hm N)) (norm_nonneg _)
```

## Norm of $G_0S$ strictly below one: convergence

If $\|K\|<1$ and $m>1$, then $m^n\to\infty$ and $\|K\|^{m^n}\|G\|\to0$, so $P_nG_0\to G$. The proof establishes this limit as `lim` and squeezes the error beneath it. The existence of $G$ is assumed through the Dyson equation, not derived from convergence.

At $\|K\|=1$ convergence to $G$ can fail. For the numbers $G_0=1$, $S=-1$, $G=1/2$, the error is $(-1)^{m^n}/2$, which never shrinks. The strict inequality is sufficient but not necessary, since a nilpotent $K$ of any norm gives a series that terminates.

For Green's-function calculations in electronic structure, the result applies to finite matrices at a fixed energy with a given self-energy; in a self-consistent scheme, it covers the solution for $G$ while $S$ is held fixed.

```lean
/-- If `‖G₀ S‖ < 1` and `m > 1`, the base-`m` products applied to `G₀` converge to the full Green's
operator as the number of factors grows. -/
theorem dyson_fast_tendsto {G₀ S G : R} (h : DysonEquation G₀ S G)
    (hK : ‖G₀ * S‖ < 1) {m : ℕ} (hm : 1 < m) :
    Tendsto (fun n => neumannProduct m (G₀ * S) n * G₀) atTop (𝓝 G) := by
  have lim : Tendsto (fun n : ℕ => ‖G₀ * S‖ ^ (m ^ n) * ‖G‖) atTop (𝓝 0) := by
    have l := ((tendsto_pow_atTop_nhds_zero_of_lt_one (norm_nonneg (G₀ * S)) hK).comp
      (tendsto_pow_atTop_atTop_of_one_lt hm)).mul_const ‖G‖
    rw [zero_mul] at l
    exact l
  rw [tendsto_iff_norm_sub_tendsto_zero]
  refine squeeze_zero (fun n => norm_nonneg _) (fun n => ?_) lim
  rw [norm_sub_rev]
  exact dyson_fast_norm_error h (by omega) n

end Convergence

end FastNeumannSummation
```

```lean
#print axioms FastNeumannSummation.dyson_of_resolvents
#print axioms FastNeumannSummation.dyson_fast_error
#print axioms FastNeumannSummation.dyson_fast_log_factors
#print axioms FastNeumannSummation.dyson_fast_tendsto
```

```
'FastNeumannSummation.dyson_of_resolvents' depends on axioms: [propext]
'FastNeumannSummation.dyson_fast_error' depends on axioms: [propext, Classical.choice, Quot.sound]
'FastNeumannSummation.dyson_fast_log_factors' depends on axioms: [propext, Classical.choice, Quot.sound]
'FastNeumannSummation.dyson_fast_tendsto' depends on axioms: [propext, Classical.choice, Quot.sound]
```
